# Two symmetric second-moment matrices give the same quadrupole potential exactly when they differ by a multiple of the identity

A charge distribution has second moments −6, −6 and −9 along three perpendicular axes, and no mixed moments. On the last axis, at distance r from the origin, its quadrupole potential, without the prefactor 1/(4πε₀), is

(2·(−9) − (−6) − (−6)) / (2r³) = −3/r³.

A second program prints 1, 1 and −2 for the same distribution. On the same axis these numbers give

(2·(−2) − 1 − 1) / (2r³) = −3/r³.

Each moment has been raised by 7, and the weights 2, −1, −1 add up to zero, so the shift is invisible at this point. The problems below settle which changes of the second moments are invisible at every point, and whether a shift of this kind is the only one when the matrices are symmetric.

## Moments, potential and charges

The axes are numbered 0, 1, 2, as in Lean. A point is x = (x_0, x_1, x_2), and M and N are real 3×3 matrices of second moments. Symmetry is assumed only where a theorem says so.

```lean
import Mathlib

open Matrix

namespace QuadrupoleTrace

noncomputable section

variable {M N : Matrix (Fin 3) (Fin 3) ℝ}
```

The distance from the origin is r, written `radius x`.

```lean
/-- The distance `r` of the point `x` from the origin. -/
def radius (x : Fin 3 → ℝ) : ℝ := √(x 0 ^ 2 + x 1 ^ 2 + x 2 ^ 2)
```

With δ_ij equal to 1 for i = j and 0 otherwise, the quadrupole potential of M is

V_M(x) = ∑_ij M_ij (3 x_i x_j − r² δ_ij) / (2r⁵).

The prefactor 1/(4πε₀) is left out, and the identity matrix plays the part of δ_ij in the code. This formula is taken as the definition. That it is the second-order term of the Coulomb potential outside the charges is the step from the model to a real molecule, and it is assumed here. At x = 0 Lean's division by zero returns 0, which has no physical meaning.

```lean
/-- The quadrupole potential `∑ M_ij (3 x_i x_j - r² δ_ij) / (2 r⁵)` of a second-moment
matrix `M`, meant for points `x ≠ 0`. -/
def quadPotential (M : Matrix (Fin 3) (Fin 3) ℝ) (x : Fin 3 → ℝ) : ℝ :=
  ∑ i, ∑ j, M i j * (3 * x i * x j - radius x ^ 2 * (1 : Matrix (Fin 3) (Fin 3) ℝ) i j) /
    (2 * radius x ^ 5)
```

The next definition subtracts a third of the trace from each diagonal entry. Textbook traceless quadrupoles often carry a further factor: 3/2 in one common convention, 3 in another.

```lean
/-- The traceless part `M - (tr M / 3) 1` of a second-moment matrix. -/
def detrace (M : Matrix (Fin 3) (Fin 3) ℝ) : Matrix (Fin 3) (Fin 3) ℝ :=
  M - (M.trace / 3) • (1 : Matrix (Fin 3) (Fin 3) ℝ)
```

For point charges q_k at positions p_k, the second moments are M_ij = ∑_k q_k p_ki p_kj. The index type `ι` labels any finite set of charges.

```lean
/-- The second-moment matrix `∑ q p_i p_j` of point charges `q` at positions `p`. -/
def secondMoment {ι : Type*} [Fintype ι] (q : ι → ℝ) (p : ι → Fin 3 → ℝ) :
    Matrix (Fin 3) (Fin 3) ℝ :=
  Matrix.of fun i j => ∑ k, q k * p k i * p k j
```

The last definition places six points on the coordinate axes, two on each, at a and −a.

```lean
/-- The six points at distance `|a|` from the origin along the coordinate axes. -/
def octahedron (a : ℝ) : Fin 6 → Fin 3 → ℝ :=
  ![![a, 0, 0], ![-a, 0, 0], ![0, a, 0], ![0, -a, 0], ![0, 0, a], ![0, 0, -a]]
```

## (a) The square of the distance

**Task.** Show that

r² = x_0² + x_1² + x_2².

**Solution.** By definition r is the square root of the right-hand side. A sum of squares is not negative, so squaring the root gives it back. In Lean, `Real.sq_sqrt` does this, and `positivity` supplies the sign.

```lean
/-- The squared distance is the sum of the squared coordinates. -/
theorem radius_sq (x : Fin 3 → ℝ) : radius x ^ 2 = x 0 ^ 2 + x 1 ^ 2 + x 2 ^ 2 :=
  Real.sq_sqrt (by positivity)
```

## (b) The potential in terms of a quadratic form

**Task.** Write x·Mx for ∑_ij x_i M_ij x_j and tr M for the trace. Show that, for every real M,

V_M(x) = (3 x·Mx − r² tr M) / (2r⁵).

**Solution.** Split the double sum. The first part is ∑_ij 3 M_ij x_i x_j = 3 x·Mx. In the second part δ_ij keeps only the diagonal, so ∑_ij M_ij r² δ_ij = r² tr M. The denominator is common to all terms.

In the code, `x ⬝ᵥ M *ᵥ x` is x·Mx. The proof writes out the nine terms, evaluates the entries of the identity matrix, and leaves the algebra to `ring`.

```lean
/-- In terms of the quadratic form `x·Mx` and the trace, the quadrupole potential is
`(3 x·Mx - r² tr M) / (2 r⁵)`. -/
theorem quadPotential_eq (M : Matrix (Fin 3) (Fin 3) ℝ) (x : Fin 3 → ℝ) :
    quadPotential M x =
      (3 * (x ⬝ᵥ M *ᵥ x) - radius x ^ 2 * M.trace) / (2 * radius x ^ 5) := by
  simp only [quadPotential, dotProduct, Matrix.mulVec, Matrix.trace, Matrix.diag_apply,
    Fin.sum_univ_three]
  simp
  ring
```

## (c) Adding an isotropic part

**Task.** Let 1 be the identity matrix and c a real number. Show that

V_{M + c1}(x) = V_M(x).

**Solution.** The quadratic form becomes x·Mx + c r², and the trace becomes tr M + 3c. The numerator in (b) therefore changes by

3c r² − r²·3c = 0.

The denominator doesn't depend on M. The auxiliary statement `h` is this equality of numerators. It uses (a) to express r² in coordinates, and two applications of (b) then finish the proof.

```lean
/-- Adding a multiple of the identity to the second moments leaves the quadrupole
potential unchanged. -/
theorem quadPotential_add_smul_one (M : Matrix (Fin 3) (Fin 3) ℝ) (c : ℝ) (x : Fin 3 → ℝ) :
    quadPotential (M + c • (1 : Matrix (Fin 3) (Fin 3) ℝ)) x = quadPotential M x := by
  -- the isotropic part adds `3 c r²` to `3 x·Mx` and to `r² tr M` alike
  have h : 3 * (x ⬝ᵥ (M + c • (1 : Matrix (Fin 3) (Fin 3) ℝ)) *ᵥ x)
      - radius x ^ 2 * (M + c • (1 : Matrix (Fin 3) (Fin 3) ℝ)).trace
      = 3 * (x ⬝ᵥ M *ᵥ x) - radius x ^ 2 * M.trace := by
    rw [radius_sq]
    simp [dotProduct, Matrix.mulVec, Matrix.trace, Fin.sum_univ_three, Matrix.one_apply]
    ring
  rw [quadPotential_eq, quadPotential_eq, h]
```

## (d) Agreement on one sphere

**Task.** Let M and N be symmetric and fix a radius R > 0. Show that

V_M(x) = V_N(x) for all x with r = R ⇔ M − N = c1 for some real c.

**Solution.** If M − N = c1, then M = N + c1, and (c) gives equal potentials.

Conversely, suppose that the potentials agree on the sphere. Every point there is x = Ru with u a unit vector. By (b),

V_M(Ru) = R² (3 u·Mu − tr M) / (2R⁵),

and likewise for N. Cancel the common factors and put D = M − N. Then

3 u·Du = tr D for every unit vector u.

The three axis directions give 3D_00 = 3D_11 = 3D_22 = tr D, so the diagonal entries share one value c. Next take u = (3/5, 4/5, 0):

u·Du = (9/25) c + (16/25) c + (12/25)(D_01 + D_10) = c.

Hence D_01 + D_10 = 0. Since D is symmetric, both entries vanish. The directions (3/5, 0, 4/5) and (0, 3/5, 4/5) remove the other two pairs in the same way, and D = c1.

The hypotheses `hM` and `hN` state the symmetry, and `hR` states that R is positive. In the proof, `key` is the relation for unit vectors, written with M and N separately. The facts `h0` to `h12` are its six instances, and the constant is taken as `M 0 0 - N 0 0`. The nine entries are then checked one at a time, with `linarith` solving the linear equations. Directions built from 3, 4 and 5 keep square roots out of them.

```lean
/-- The quadrupole potentials of two symmetric second-moment matrices agree on a sphere of
radius `R > 0` about the origin exactly when the matrices differ by a multiple of the
identity. -/
theorem agree_on_sphere_iff (hM : M.IsSymm) (hN : N.IsSymm) {R : ℝ} (hR : 0 < R) :
    (∀ x, radius x = R → quadPotential M x = quadPotential N x) ↔
      ∃ c : ℝ, M - N = c • (1 : Matrix (Fin 3) (Fin 3) ℝ) := by
  constructor
  · intro h
    -- scale a unit vector to the sphere and clear the common denominator
    have key : ∀ u : Fin 3 → ℝ, u 0 ^ 2 + u 1 ^ 2 + u 2 ^ 2 = 1 →
        3 * (u ⬝ᵥ M *ᵥ u) - M.trace = 3 * (u ⬝ᵥ N *ᵥ u) - N.trace := by
      intro u hu
      have hr : radius (R • u) = R := by
        have hs : (R • u) 0 ^ 2 + (R • u) 1 ^ 2 + (R • u) 2 ^ 2 = R ^ 2 := by
          simp only [Pi.smul_apply, smul_eq_mul]
          linear_combination R ^ 2 * hu
        rw [radius, hs, Real.sqrt_sq hR.le]
      have hd : 2 * R ^ 5 ≠ 0 := by positivity
      have e := h _ hr
      rw [quadPotential_eq, quadPotential_eq, hr, div_left_inj' hd] at e
      simp only [Matrix.mulVec_smul, dotProduct_smul, smul_dotProduct, smul_eq_mul] at e
      refine mul_left_cancel₀ (pow_ne_zero 2 hR.ne') ?_
      linear_combination e
    -- the axes compare diagonal entries, the oblique directions isolate the others
    have h0 := key ![1, 0, 0] (show (1 : ℝ) ^ 2 + 0 ^ 2 + 0 ^ 2 = 1 by norm_num)
    have h1 := key ![0, 1, 0] (show (0 : ℝ) ^ 2 + 1 ^ 2 + 0 ^ 2 = 1 by norm_num)
    have h2 := key ![0, 0, 1] (show (0 : ℝ) ^ 2 + 0 ^ 2 + 1 ^ 2 = 1 by norm_num)
    have h01 := key ![3 / 5, 4 / 5, 0]
      (show (3 / 5 : ℝ) ^ 2 + (4 / 5) ^ 2 + 0 ^ 2 = 1 by norm_num)
    have h02 := key ![3 / 5, 0, 4 / 5]
      (show (3 / 5 : ℝ) ^ 2 + 0 ^ 2 + (4 / 5) ^ 2 = 1 by norm_num)
    have h12 := key ![0, 3 / 5, 4 / 5]
      (show (0 : ℝ) ^ 2 + (3 / 5) ^ 2 + (4 / 5) ^ 2 = 1 by norm_num)
    simp [dotProduct, Matrix.mulVec, Matrix.trace, Fin.sum_univ_three]
      at h0 h1 h2 h01 h02 h12
    have m01 := hM.apply 0 1
    have m02 := hM.apply 0 2
    have m12 := hM.apply 1 2
    have n01 := hN.apply 0 1
    have n02 := hN.apply 0 2
    have n12 := hN.apply 1 2
    refine ⟨M 0 0 - N 0 0, ?_⟩
    ext i j
    fin_cases i <;> fin_cases j <;> simp <;> linarith
  · rintro ⟨c, hc⟩ x _
    rw [eq_add_of_sub_eq hc, add_comm, quadPotential_add_smul_one]
```

## (e) Agreement at every nonzero point

**Task.** For symmetric M and N, show that

V_M(x) = V_N(x) for all x ≠ 0 ⇔ M − N = c1 for some real c.

**Solution.** Agreement at all nonzero points includes agreement on the unit sphere, and (d) with R = 1 gives the constant c. The reverse direction is (c) again.

The one detail that Lean asks for is that a point of the unit sphere is not the origin. The proof puts x = 0 into `radius x = 1` and obtains a contradiction.

```lean
/-- The quadrupole potentials of two symmetric second-moment matrices agree at every nonzero
point exactly when the matrices differ by a multiple of the identity. -/
theorem agree_iff (hM : M.IsSymm) (hN : N.IsSymm) :
    (∀ x, x ≠ 0 → quadPotential M x = quadPotential N x) ↔
      ∃ c : ℝ, M - N = c • (1 : Matrix (Fin 3) (Fin 3) ℝ) := by
  constructor
  · intro h
    -- the unit sphere already decides
    refine (agree_on_sphere_iff hM hN one_pos).1 fun x hx => h x ?_
    rintro rfl
    simp [radius] at hx
  · rintro ⟨c, hc⟩ x _
    rw [eq_add_of_sub_eq hc, add_comm, quadPotential_add_smul_one]
```

## (f) The traceless representative

**Task.** Let M and Q be symmetric. Show that

tr Q = 0 and V_Q(x) = V_M(x) for all x ≠ 0 ⇔ Q = M − (tr M / 3) 1.

**Solution.** If the left side holds, (e) gives Q − M = c1. Taking traces,

0 − tr M = 3c,

so c = −tr M / 3, which is the right side. Conversely, the matrix on the right has trace tr M − 3·(tr M / 3) = 0, and by (c) it has the potential of M.

The right side is `detrace M` in the code. The equation `t` is the trace of `hc`, and `hc'` solves it for c.

In an all-electron calculation on a molecule, the second-moment matrix, before its trace is removed, comes from the nuclear charges and the electron density:

M_ij = ∑_A Z_A R_Ai R_Aj − ∫ n(x) x_i x_j d³x,

where Z_A and R_A are the charge number and position of nucleus A, n is the electron number density, and the unit is the elementary charge times a length squared. For diagonal entries −6, −6, −9 the trace is −21, and subtracting −7 from each gives 1, 1, −2. With the same origin, axes and units, the two printed matrices describe the same quadrupole term of the far field; the theorem says nothing about the other multipole terms.

```lean
/-- Among symmetric matrices, the traceless part of a symmetric `M` is the only traceless one
with the same quadrupole potential as `M` away from the origin. -/
theorem traceless_and_agree_iff {Q : Matrix (Fin 3) (Fin 3) ℝ} (hQ : Q.IsSymm)
    (hM : M.IsSymm) :
    (Q.trace = 0 ∧ ∀ x, x ≠ 0 → quadPotential Q x = quadPotential M x) ↔
      Q = detrace M := by
  constructor
  · rintro ⟨ht, h⟩
    obtain ⟨c, hc⟩ := (agree_iff hQ hM).1 h
    -- the trace fixes the free multiple of the identity
    have t := congrArg Matrix.trace hc
    rw [Matrix.trace_sub, Matrix.trace_smul, Matrix.trace_one, Fintype.card_fin, ht,
      smul_eq_mul] at t
    push_cast at t
    have hc' : c = -(M.trace / 3) := by linarith
    rw [eq_add_of_sub_eq hc, hc', detrace]
    module
  · intro h
    have h' : Q = M + (-(M.trace / 3)) • (1 : Matrix (Fin 3) (Fin 3) ℝ) := by
      rw [h, detrace]
      module
    constructor
    · rw [h', Matrix.trace_add, Matrix.trace_smul, Matrix.trace_one, Fintype.card_fin,
        smul_eq_mul]
      push_cast
      ring
    · intro x _
      rw [h', quadPotential_add_smul_one]
```

## (g) Six equal charges on the axes

**Task.** Put a charge q at each of the six points with coordinate a or −a on one axis. Show that their second-moment matrix is

S = 2qa² 1.

**Solution.** The two charges on axis i contribute qa² + q(−a)² = 2qa² to S_ii. The other four have coordinate zero along that axis. Each point has at most one nonzero coordinate, so every product of two different coordinates vanishes, and so do the off-diagonal entries. The formula also holds for negative a, and for a = 0, where all six points lie at the origin.

Lean checks the nine entries separately. The constant function `fun _ => q` says that the charges are equal.

```lean
/-- Six equal charges `q` on the axes at distance `|a|` have the isotropic second-moment
matrix `2 q a² 1`. -/
theorem secondMoment_octahedron (q a : ℝ) :
    secondMoment (fun _ => q) (octahedron a) =
      (2 * q * a ^ 2) • (1 : Matrix (Fin 3) (Fin 3) ℝ) := by
  ext i j
  fin_cases i <;> fin_cases j <;>
    simp [secondMoment, octahedron, Fin.sum_univ_six] <;> ring
```

## (h) A changed trace with an unchanged quadrupole potential

**Task.** Add the matrix S of (g) to any real M. Show that

tr(M + S) = tr M + 6qa² and V_{M + S}(x) = V_M(x).

**Solution.** The trace of 2qa² 1 is 3·2qa² = 6qa², which gives the first equation. The second is (c) with c = 2qa². The Lean proof first replaces the second-moment matrix by its value from (g) and then treats the two equations in turn.

The added charges are not invisible altogether: for q ≠ 0 their total charge 6q appears in the monopole term.

```lean
/-- Adding the second moments of six equal charges `q` on the axes at distance `|a|` raises
the trace by `6 q a²` and leaves the quadrupole potential unchanged. -/
theorem add_octahedron (M : Matrix (Fin 3) (Fin 3) ℝ) (q a : ℝ) :
    (M + secondMoment (fun _ => q) (octahedron a)).trace = M.trace + 6 * q * a ^ 2 ∧
      ∀ x, quadPotential (M + secondMoment (fun _ => q) (octahedron a)) x =
        quadPotential M x := by
  rw [secondMoment_octahedron]
  constructor
  · rw [Matrix.trace_add, Matrix.trace_smul, Matrix.trace_one, Fintype.card_fin, smul_eq_mul]
    push_cast
    ring
  · intro x
    exact quadPotential_add_smul_one M _ x
```

## (i) A matrix that is not symmetric

**Task.** Let A have A_01 = 1, A_10 = −1 and all other entries zero. Show that

V_A(x) = 0 for all x, but A ≠ c1 for every real c.

**Solution.** The quadratic form is x·Ax = x_0 x_1 − x_1 x_0 = 0, and tr A = 0. By (b) the potential vanishes. The entry A_01 is 1, whereas the same entry of c1 is 0, so A is not a multiple of the identity.

With M = A and N = 0, the equivalence in (e) fails, so it does not hold for arbitrary real matrices. Second moments of charges are always symmetric, because q p_i p_j = q p_j p_i.

The argument in (d) also yields a neighbouring result. Without symmetry it still gives equal diagonal entries of D and D_ij + D_ji = 0 for i ≠ j. Conversely, the antisymmetric part of D adds nothing to x·Dx or to tr D, so by (b) and (c) these conditions are also sufficient. Two arbitrary real matrices therefore have the same quadrupole potential exactly when the symmetric part of their difference is a multiple of the identity. This extension is argued here in prose and has no Lean proof below.

In the code, `h` and `ht` are the vanishing quadratic form and trace. The second half compares the entries in row 0, column 1.

```lean
/-- This antisymmetric matrix has zero quadrupole potential and is not a multiple of the identity.
-/
theorem antisymmetric_invisible :
    (∀ x, quadPotential !![0, 1, 0; -1, 0, 0; 0, 0, 0] x = 0) ∧
      ¬ ∃ c : ℝ, !![0, 1, 0; -1, 0, 0; 0, 0, 0] = c • (1 : Matrix (Fin 3) (Fin 3) ℝ) := by
  constructor
  · intro x
    have h : x ⬝ᵥ !![0, 1, 0; -1, 0, 0; 0, 0, 0] *ᵥ x = 0 := by
      simp [dotProduct, Matrix.mulVec, Fin.sum_univ_three]
      ring
    have ht : (!![0, 1, 0; -1, 0, 0; 0, 0, 0] : Matrix (Fin 3) (Fin 3) ℝ).trace = 0 := by
      simp [Matrix.trace, Fin.sum_univ_three]
    rw [quadPotential_eq, h, ht]
    simp
  · rintro ⟨c, hc⟩
    have h := congrFun (congrFun hc 0) 1
    simp at h

end

end QuadrupoleTrace
```

```lean
#print axioms QuadrupoleTrace.agree_iff
#print axioms QuadrupoleTrace.traceless_and_agree_iff
#print axioms QuadrupoleTrace.add_octahedron
#print axioms QuadrupoleTrace.antisymmetric_invisible
```

```
'QuadrupoleTrace.agree_iff' depends on axioms: [propext, Classical.choice, Quot.sound]
'QuadrupoleTrace.traceless_and_agree_iff' depends on axioms: [propext, Classical.choice, Quot.sound]
'QuadrupoleTrace.add_octahedron' depends on axioms: [propext, Classical.choice, Quot.sound]
'QuadrupoleTrace.antisymmetric_invisible' depends on axioms: [propext, Classical.choice, Quot.sound]
```
